# The pairings $s_{12}s_{34}$ and $s_{14}s_{23}$ form a basis of the singlet space of four spins 1/2

## States, spin operators and pairings

A state of four spins 1/2 on sites $1,2,3,4$ is a list of sixteen complex amplitudes $\psi_{abcd}$, where $a,b,c,d\in\{0,1\}$ are the spins on the four sites, $0$ is up and $1$ is down. In Lean this amplitude is `ψ a b c d`. The type carries the vector-space structure over $\mathbb C$, and no inner product is used in the Lean code.

```lean
import Mathlib

open Matrix

namespace FourSpinSingletBasis

noncomputable section

/-- A state of four spins 1/2, given by its amplitude on each configuration
(0 = up, 1 = down). -/
abbrev State := Fin 2 → Fin 2 → Fin 2 → Fin 2 → ℂ
```

A $2\times2$ matrix $M$ acting on site 1 gives $(M_1\psi)_{abcd}=\sum_t M_{at}\psi_{tbcd}$, and likewise for the other sites. The map `total M` is $M_1+M_2+M_3+M_4$.

```lean
/-- The sum `M₁ + M₂ + M₃ + M₄` of a one-site operator `M` acting on each of the four sites. -/
def total (M : Matrix (Fin 2) (Fin 2) ℂ) : State →ₗ[ℂ] State where
  toFun ψ := fun a b c d =>
    ∑ t, (M a t * ψ t b c d + M b t * ψ a t c d + M c t * ψ a b t d + M d t * ψ a b c t)
  map_add' ψ φ := by
    funext a b c d
    simp only [Pi.add_apply, Fin.sum_univ_two]
    ring
  map_smul' r ψ := by
    funext a b c d
    simp only [Pi.smul_apply, smul_eq_mul, RingHom.id_apply, Fin.sum_univ_two]
    ring
```

The one-site spin matrices $s_x,s_y,s_z$ are the Pauli matrices divided by two, with $\hbar=1$. The total components $S_x,S_y,S_z$ are their site sums, $S^2=S_x^2+S_y^2+S_z^2$, and the singlet space is defined as $\ker S^2$.

```lean
/-- The x component of a single spin 1/2 (ħ = 1). -/
def sx : Matrix (Fin 2) (Fin 2) ℂ := !![0, 1 / 2; 1 / 2, 0]

/-- The y component of a single spin 1/2 (ħ = 1). -/
def sy : Matrix (Fin 2) (Fin 2) ℂ := !![0, -Complex.I / 2; Complex.I / 2, 0]

/-- The z component of a single spin 1/2 (ħ = 1). -/
def sz : Matrix (Fin 2) (Fin 2) ℂ := !![1 / 2, 0; 0, -1 / 2]

/-- The square of the total spin, `S² = Sx² + Sy² + Sz²`. -/
def spinSq : State →ₗ[ℂ] State :=
  total sx ∘ₗ total sx + total sy ∘ₗ total sy + total sz ∘ₗ total sz

/-- The total-spin-zero subspace: the states with `S² ψ = 0`. -/
def singletSpace : Submodule ℂ State := LinearMap.ker spinSq
```

The pair $s_{ij}=\uparrow_i\downarrow_j-\downarrow_i\uparrow_j$ has amplitude $\varepsilon_{st}$ for spin $s$ on site $i$ and spin $t$ on site $j$, with $\varepsilon_{01}=1$, $\varepsilon_{10}=-1$, $\varepsilon_{00}=\varepsilon_{11}=0$. The two pairings are $A=s_{12}s_{34}$ with $A_{abcd}=\varepsilon_{ab}\varepsilon_{cd}$ and $B=s_{14}s_{23}$ with $B_{abcd}=\varepsilon_{ad}\varepsilon_{bc}$. They are called uncrossed because their bonds do not intersect when the sites are placed in order on a circle. Their nonzero amplitudes are

| $abcd$ | 0011 | 0101 | 0110 | 1001 | 1010 | 1100 |
|---|---|---|---|---|---|---|
| $A$ | $0$ | $1$ | $-1$ | $-1$ | $1$ | $0$ |
| $B$ | $1$ | $-1$ | $0$ | $0$ | $-1$ | $1$ |

Each has squared norm 4 in the usual inner product, so the normalised states are $A/2$ and $B/2$, with overlap $-1/2$.

```lean
/-- The amplitude of the pair `up down - down up` on the spins `s`, `t` of its two sites. -/
def singlet (s t : Fin 2) : ℂ := !![0, 1; -1, 0] s t

/-- The pairing `s₁₂ s₃₄`. -/
def pair1234 : State := fun a b c d => singlet a b * singlet c d

/-- The pairing `s₁₄ s₂₃`. -/
def pair1423 : State := fun a b c d => singlet a d * singlet b c
```

The result rests on three conditions: the spin matrices are traceless, there are exactly four sites of spin 1/2, and the state to be expanded satisfies $S^2\psi=0$. The first is proved, the second is built into the types, and only the third appears as a hypothesis in a theorem statement.

## Traceless one-site operators

The trace of $M$ measures the part proportional to the identity, and a spin component has none because its eigenvalues are $\pm\tfrac12$. To see where this enters, apply $M_i+M_j$ to a pair. The new amplitude is $\sum_u (M_{su}\varepsilon_{ut}+M_{tu}\varepsilon_{su})$, that is, the matrix $M\varepsilon+\varepsilon M^{T}$. It is antisymmetric, and its $01$ entry is $M_{00}+M_{11}$, so it equals $(\operatorname{tr}M)\,\varepsilon$. A pairing contains two pairs, hence
$$(M_1+M_2+M_3+M_4)\,A=2(\operatorname{tr}M)\,A,$$
and the same for $B$.

The theorem `total_pair` states this for every complex $2\times2$ matrix, Hermitian or not. Its proof writes the trace as $M_{00}+M_{11}$ and compares both sides on the sixteen configurations. Then `trace_spin` supplies $\operatorname{tr}s_x=\operatorname{tr}s_y=\operatorname{tr}s_z=0$, so that all three components annihilate $A$ and $B$. For a matrix with nonzero trace the pairings are still eigenvectors but are not annihilated: the identity matrix gives the factor $2\cdot2=4$, one for each site.

```lean
/-- The site sum of any one-site operator `M` multiplies each uncrossed pairing by `2 tr M`. -/
theorem total_pair (M : Matrix (Fin 2) (Fin 2) ℂ) :
    total M pair1234 = (2 * M.trace) • pair1234 ∧
      total M pair1423 = (2 * M.trace) • pair1423 := by
  rw [Matrix.trace_fin_two]
  constructor
  · funext a b c d
    fin_cases a <;> fin_cases b <;> fin_cases c <;> fin_cases d <;>
      simp [total, pair1234, singlet, Fin.sum_univ_two] <;> ring
  · funext a b c d
    fin_cases a <;> fin_cases b <;> fin_cases c <;> fin_cases d <;>
      simp [total, pair1423, singlet, Fin.sum_univ_two] <;> ring

/-- The three one-site spin matrices are traceless. -/
theorem trace_spin : sx.trace = 0 ∧ sy.trace = 0 ∧ sz.trace = 0 := by
  refine ⟨?_, ?_, ?_⟩
  · norm_num [sx, Matrix.trace_fin_two]
  · norm_num [sy, Matrix.trace_fin_two]
  · norm_num [sz, Matrix.trace_fin_two]
```

## Four sites, each of spin 1/2

Let $P_{ij}$ exchange the spins on sites $i$ and $j$, and let $\mathbf s_i$ be the vector $(s_x,s_y,s_z)$ on site $i$. Spin 1/2 is used twice. First, $\mathbf s_i^2=\tfrac34$. Second, $\mathbf s_i\cdot\mathbf s_j$ sends $\uparrow\uparrow$ to $\tfrac14\uparrow\uparrow$ and $\uparrow\downarrow$ to $-\tfrac14\uparrow\downarrow+\tfrac12\downarrow\uparrow$, and symmetrically with up and down interchanged, so $\mathbf s_i\cdot\mathbf s_j=\tfrac12P_{ij}-\tfrac14$. The number of sites is used in the counting of four squares and six pairs:
$$S^2=\sum_i\mathbf s_i^2+2\sum_{i<j}\mathbf s_i\cdot\mathbf s_j=3+\sum_{i<j}P_{ij}-3=\sum_{i<j}P_{ij}.$$

The theorem `spinSq_apply` is this exchange identity of Dirac for four sites, written on amplitudes; its six terms are $P_{12},P_{13},P_{14},P_{23},P_{24},P_{34}$ in that order. In Lean both conditions sit in `State`, which has four arguments of type `Fin 2`. The proof does not pass through $\mathbf s_i\cdot\mathbf s_j$. It writes $s_y=iJ$ with the real matrix $J$ of entries $J_{01}=-\tfrac12$, $J_{10}=\tfrac12$, so that `hyy` replaces $S_y^2$ by minus the square of the site sum of $J$ and $i$ disappears. It then splits into sixteen configurations, inserts the matrix entries, and closes each case with `ring`.

```lean
set_option maxHeartbeats 400000 in
/-- Dirac's exchange identity for four spins 1/2: `S²` is the sum of the six exchanges
of two sites. -/
theorem spinSq_apply (ψ : State) (a b c d : Fin 2) :
    spinSq ψ a b c d =
      ψ b a c d + ψ c b a d + ψ d b c a + ψ a c b d + ψ a d c b + ψ a b d c := by
  have ta : ∀ (M : Matrix (Fin 2) (Fin 2) ℂ) (φ : State) (a b c d : Fin 2),
      total M φ a b c d =
        M a 0 * φ 0 b c d + M b 0 * φ a 0 c d + M c 0 * φ a b 0 d + M d 0 * φ a b c 0 +
        (M a 1 * φ 1 b c d + M b 1 * φ a 1 c d + M c 1 * φ a b 1 d + M d 1 * φ a b c 1) := by
    intro M φ a b c d
    simp only [total, LinearMap.coe_mk, AddHom.coe_mk, Fin.sum_univ_two]
  -- sy = i J with J real, so that Sy² = -J²
  obtain ⟨J, hJ, j0, j1, j2, j3⟩ : ∃ J : Matrix (Fin 2) (Fin 2) ℂ, sy = Complex.I • J ∧
      J 0 0 = 0 ∧ J 0 1 = -1 / 2 ∧ J 1 0 = 1 / 2 ∧ J 1 1 = 0 :=
    ⟨!![0, -1 / 2; 1 / 2, 0], by
      ext i j
      fin_cases i <;> fin_cases j <;> simp [sy] <;> ring,
      by simp, by simp, by simp, by simp⟩
  have hy : ∀ φ, total sy φ = Complex.I • total J φ := by
    intro φ
    funext a b c d
    simp only [hJ, Pi.smul_apply, ta, Matrix.smul_apply, smul_eq_mul]
    ring
  have hyy : total sy (total sy ψ) = -total J (total J ψ) := by
    rw [hy, hy, map_smul, smul_smul, Complex.I_mul_I, neg_one_smul]
  have hS : spinSq ψ =
      total sx (total sx ψ) + total sy (total sy ψ) + total sz (total sz ψ) := rfl
  obtain ⟨x0, x1, x2, x3⟩ : sx 0 0 = 0 ∧ sx 0 1 = 1 / 2 ∧ sx 1 0 = 1 / 2 ∧ sx 1 1 = 0 := by
    simp [sx]
  obtain ⟨z0, z1, z2, z3⟩ : sz 0 0 = 1 / 2 ∧ sz 0 1 = 0 ∧ sz 1 0 = 0 ∧ sz 1 1 = -1 / 2 := by
    simp [sz]
  have two : ∀ s : Fin 2, s = 0 ∨ s = 1 := by decide
  rw [hS, hyy]
  -- compare amplitudes on the sixteen configurations
  rcases two a with rfl | rfl <;> rcases two b with rfl | rfl <;>
    rcases two c with rfl | rfl <;> rcases two d with rfl | rfl <;>
    simp only [Pi.add_apply, Pi.neg_apply, ta, j0, j1, j2, j3, x0, x1, x2, x3, z0, z1, z2, z3,
      zero_mul, add_zero, zero_add] <;>
    ring
```

For $N$ sites the same counting gives $S^2=\tfrac{N(4-N)}4+\sum_{i<j}P_{ij}$, and among positive $N$ the constant vanishes only at $N=4$. In the smallest case with a pair, $N=2$, one has $S^2=1+P_{12}$, whose kernel consists of the antisymmetric amplitudes, the multiples of $s_{12}$. For spin 1 the operator $\mathbf s_i\cdot\mathbf s_j$ has three eigenvalues and $P_{ij}$ has two, so no relation of the form above holds.

## The condition $S^2\psi=0$

Physically this hypothesis says that $\psi$ has total spin zero. With the exchange identity it becomes sixteen linear equations $E_{abcd}=0$, where $E_{abcd}$ is the sum of the six exchanged amplitudes. Exchanges conserve the number of down spins, so the equations separate.

With all spins aligned every exchange fixes the configuration, so $6\psi_{0000}=0$ and $6\psi_{1111}=0$.

With one spin down, let $x_i$ be the amplitude with the down spin on site $i$, let $E_i$ be its equation and $X=x_1+x_2+x_3+x_4$. Three exchanges fix the configuration and three move the down spin, so $E_i=3x_i+(X-x_i)=2x_i+X$. The four equations add up to $6X$, and $6E_i-\sum_jE_j=12x_i$. Hence every $x_i$ vanishes. The case of one spin up is identical.

With two up and two down, let $y$ be an amplitude, $\bar y$ the amplitude with all spins flipped, and $T$ the sum of all six. Two exchanges fix the configuration and four reach the configurations other than itself and its flip, so the equation is $2y+(T-y-\bar y)=y-\bar y+T=0$. Subtracting the equation of the flipped configuration gives $y=\bar y$, adding it gives $T=0$, and therefore $\psi_{0011}+\psi_{0101}+\psi_{0110}=0$. Two amplitudes remain free. By the table, $\alpha A+\beta B$ has amplitude $-\alpha$ on $0110$, $\beta$ on $0011$ and $\alpha-\beta$ on $0101$, so
$$\psi=-\psi_{0110}\,A+\psi_{0011}\,B .$$
In terms of $A/2$ and $B/2$ the coefficients are $-2\psi_{0110}$ and $2\psi_{0011}$.

In `expansion` the hypothesis `hψ : ψ ∈ singletSpace` is used once, to obtain the family `e a b c d` of the equations $E_{abcd}=0$. Each `linear_combination` is one of the steps above. The combination with coefficients $5,-1,-1,-1$ over $12$ is $(6E_i-\sum_jE_j)/12$. In `h0101` the sum $E_{0101}+E_{0110}-E_{1100}$ equals $2(\psi_{0101}+\psi_{0110}+\psi_{0011})$, which gives the relation in one step. The last lines substitute these fourteen relations and compare amplitudes.

```lean
/-- Every state of total spin zero is a combination of the two uncrossed pairings, with
coefficients `-ψ(↑↓↓↑)` and `ψ(↑↑↓↓)`. -/
theorem expansion {ψ : State} (hψ : ψ ∈ singletSpace) :
    ψ = (-ψ 0 1 1 0) • pair1234 + ψ 0 0 1 1 • pair1423 := by
  have h0 : spinSq ψ = 0 := hψ
  have e : ∀ a b c d : Fin 2,
      ψ b a c d + ψ c b a d + ψ d b c a + ψ a c b d + ψ a d c b + ψ a b d c = 0 :=
    fun a b c d => (spinSq_apply ψ a b c d).symm.trans (by rw [h0]; rfl)
  -- all spins aligned
  have h0000 : ψ 0 0 0 0 = 0 := by linear_combination e 0 0 0 0 / 6
  have h1111 : ψ 1 1 1 1 = 0 := by linear_combination e 1 1 1 1 / 6
  -- one spin down
  have h1000 : ψ 1 0 0 0 = 0 := by
    linear_combination (5 * e 1 0 0 0 - e 0 1 0 0 - e 0 0 1 0 - e 0 0 0 1) / 12
  have h0100 : ψ 0 1 0 0 = 0 := by
    linear_combination (5 * e 0 1 0 0 - e 1 0 0 0 - e 0 0 1 0 - e 0 0 0 1) / 12
  have h0010 : ψ 0 0 1 0 = 0 := by
    linear_combination (5 * e 0 0 1 0 - e 1 0 0 0 - e 0 1 0 0 - e 0 0 0 1) / 12
  have h0001 : ψ 0 0 0 1 = 0 := by
    linear_combination (5 * e 0 0 0 1 - e 1 0 0 0 - e 0 1 0 0 - e 0 0 1 0) / 12
  -- one spin up
  have h0111 : ψ 0 1 1 1 = 0 := by
    linear_combination (5 * e 0 1 1 1 - e 1 0 1 1 - e 1 1 0 1 - e 1 1 1 0) / 12
  have h1011 : ψ 1 0 1 1 = 0 := by
    linear_combination (5 * e 1 0 1 1 - e 0 1 1 1 - e 1 1 0 1 - e 1 1 1 0) / 12
  have h1101 : ψ 1 1 0 1 = 0 := by
    linear_combination (5 * e 1 1 0 1 - e 0 1 1 1 - e 1 0 1 1 - e 1 1 1 0) / 12
  have h1110 : ψ 1 1 1 0 = 0 := by
    linear_combination (5 * e 1 1 1 0 - e 0 1 1 1 - e 1 0 1 1 - e 1 1 0 1) / 12
  -- two up, two down: only two of the six amplitudes are free
  have h1100 : ψ 1 1 0 0 = ψ 0 0 1 1 := by linear_combination (e 1 1 0 0 - e 0 0 1 1) / 2
  have h1001 : ψ 1 0 0 1 = ψ 0 1 1 0 := by linear_combination (e 1 0 0 1 - e 0 1 1 0) / 2
  have h0101 : ψ 0 1 0 1 = -ψ 0 1 1 0 + -ψ 0 0 1 1 := by
    linear_combination (e 0 1 0 1 + e 0 1 1 0 - e 1 1 0 0) / 2
  have h1010 : ψ 1 0 1 0 = -ψ 0 1 1 0 + -ψ 0 0 1 1 := by
    linear_combination (e 1 0 1 0 + e 0 1 1 0 - e 1 1 0 0) / 2
  funext a b c d
  fin_cases a <;> fin_cases b <;> fin_cases c <;> fin_cases d <;>
    simp [pair1234, pair1423, singlet, h0000, h1111, h1000, h0100, h0010, h0001, h0111,
      h1011, h1101, h1110, h1100, h1001, h0101, h1010]
```

The weaker condition $S_z\psi=0$ keeps all six amplitudes with two spins up and two down free. The single configuration $\uparrow\downarrow\uparrow\downarrow$ satisfies it, while the right-hand side of the expansion is zero for that state.

## Kernel of $S^2$ and kernel of the components

The theorem `mem_singletSpace_iff` says that $S^2\psi=0$ holds exactly when $S_x\psi=S_y\psi=S_z\psi=0$. From right to left this is the definition of $S^2$. From left to right, expand $\psi$ in $A$ and $B$ and apply a traceless site sum, which annihilates both. In the proof this is `key`, which takes `M.trace = 0` as a local hypothesis and combines `expansion` with `total_pair`.

```lean
/-- A state has `S² ψ = 0` exactly when all three components of the total spin annihilate it. -/
theorem mem_singletSpace_iff (ψ : State) :
    ψ ∈ singletSpace ↔ total sx ψ = 0 ∧ total sy ψ = 0 ∧ total sz ψ = 0 := by
  constructor
  · intro hψ
    -- a traceless operator annihilates both pairings, hence their combination
    have key : ∀ M : Matrix (Fin 2) (Fin 2) ℂ, M.trace = 0 → total M ψ = 0 := by
      intro M hM
      rw [expansion hψ, map_add, map_smul, map_smul, (total_pair M).1, (total_pair M).2, hM]
      simp
    exact ⟨key _ trace_spin.1, key _ trace_spin.2.1, key _ trace_spin.2.2⟩
  · rintro ⟨hx, hy, hz⟩
    simp [singletSpace, spinSq, hx, hy, hz]
```

Modelling the states as a Hilbert space, for instance a Euclidean space indexed by the sixteen configurations, would offer the familiar argument: the components are Hermitian, so $\langle\psi,S^2\psi\rangle=\|S_x\psi\|^2+\|S_y\psi\|^2+\|S_z\psi\|^2$, and each term must vanish. That argument works for any number of sites, at the price of proving hermiticity, and the inner product would also make norms and overlaps expressible. The subspace and its basis would be the same.

## Independence, span and dimension

The theorem `uncrossed_basis` has no hypotheses. It states that $A$ and $B$ are linearly independent over $\mathbb C$ and that their span equals $\ker S^2$. For independence, suppose $\alpha A+\beta B=0$. The amplitude on $0110$ gives $-\alpha=0$ and the amplitude on $0011$ gives $\beta=0$; these are `h1` and `h2`. For the span, `hA` and `hB` put both pairings in $\ker S^2$ because the three components annihilate them, and `expansion` gives the reverse inclusion.

```lean
/-- The two uncrossed pairings are a basis of the total-spin-zero subspace: they are linearly
independent and their span is the kernel of `S²`. -/
theorem uncrossed_basis :
    LinearIndependent ℂ ![pair1234, pair1423] ∧
      Submodule.span ℂ (Set.range ![pair1234, pair1423]) = singletSpace := by
  constructor
  · rw [LinearIndependent.pair_iff]
    intro s t h
    -- each pairing has a configuration on which the other vanishes
    have h1 := congrFun (congrFun (congrFun (congrFun h 0) 1) 1) 0
    have h2 := congrFun (congrFun (congrFun (congrFun h 0) 0) 1) 1
    simp [pair1234, pair1423, singlet] at h1 h2
    exact ⟨h1, h2⟩
  · have hA : pair1234 ∈ singletSpace := (mem_singletSpace_iff _).2
      ⟨by rw [(total_pair sx).1, trace_spin.1]; simp,
       by rw [(total_pair sy).1, trace_spin.2.1]; simp,
       by rw [(total_pair sz).1, trace_spin.2.2]; simp⟩
    have hB : pair1423 ∈ singletSpace := (mem_singletSpace_iff _).2
      ⟨by rw [(total_pair sx).2, trace_spin.1]; simp,
       by rw [(total_pair sy).2, trace_spin.2.1]; simp,
       by rw [(total_pair sz).2, trace_spin.2.2]; simp⟩
    apply le_antisymm
    · refine Submodule.span_le.2 ?_
      rintro _ ⟨i, rfl⟩
      fin_cases i
      · exact hA
      · exact hB
    · intro ψ hψ
      rw [expansion hψ]
      exact Submodule.add_mem _
        (Submodule.smul_mem _ _ (Submodule.subset_span ⟨0, rfl⟩))
        (Submodule.smul_mem _ _ (Submodule.subset_span ⟨1, rfl⟩))
```

The span of two independent vectors has dimension two, which is `finrank_singletSpace`.

```lean
/-- The total-spin-zero subspace of four spins 1/2 has dimension two. -/
theorem finrank_singletSpace : Module.finrank ℂ singletSpace = 2 := by
  rw [← uncrossed_basis.2, finrank_span_eq_card uncrossed_basis.1]
  simp

end

end FourSpinSingletBasis
```

```lean
#print axioms FourSpinSingletBasis.finrank_singletSpace
```

```
'FourSpinSingletBasis.finrank_singletSpace' depends on axioms: [propext, Classical.choice, Quot.sound]
```

## Four singly occupied orbitals and the crossed pairing

For four electrons in four fixed, singly occupied orbitals, with only the spin factor described, the theorem says that the two uncrossed valence-bond couplings span all singlet spin functions, so the single coupling of a perfect-pairing wave function covers one direction in a two-dimensional space. Spatial orbitals, their overlaps, antisymmetrisation and doubly occupied configurations are absent from `State`.

The crossed pairing $s_{13}s_{24}$, with amplitude $\varepsilon_{ac}\varepsilon_{bd}$, is annihilated by the three components by the same pair argument. Its amplitudes on $0110$ and $0011$ are $-1$ and $1$, so the expansion reads $s_{13}s_{24}=s_{12}s_{34}+s_{14}s_{23}$. No theorem above states this identity, nor the norms and the overlap, nor the remarks on other $N$, other spin and the Hilbert-space argument.
